# Supercell and monochromatic Hubbard \(U\) agree on a periodic chain

A linear-response calculation of the Hubbard \(U\) shifts the potential on one Hubbard site, records the change of occupation on all sites, collects the bare responses in a matrix \(M_0\) and the self-consistent ones in \(M\), and reads \(U\) from the diagonal of \(M_0^{-1}-M^{-1}\). For a finite one-dimensional periodic chain of \(N\) cells with given translation-invariant responses, bare and self-consistent, whose plane-wave transforms are invertible at every wave vector, it is proved here that this diagonal equals an average, over \(N\) wave vectors, of quantities built from the responses to plane-wave perturbations.

## The objects

```lean
import Mathlib

open Matrix
open ZMod (stdAddChar)

namespace HubbardMonochromatic

noncomputable section

variable {N : ℕ} [NeZero N] {A : Type*} [Ring A] [Algebra ℂ A]
```

`N` is the number of cells, and `[NeZero N]` says \(N\ge 1\). Cells \(R,S,T\) and wave-vector labels \(q\) are integers modulo \(N\), the type `ZMod N`, which builds in the periodic boundary condition. `stdAddChar` is the phase \(e(x)=\exp(2\pi i x/N)\), with \(e(x+y)=e(x)e(y)\). Responses take values in `A`, a ring whose elements can be multiplied by complex numbers but need not commute: complex numbers or square matrices.

```lean
/-- Monochromatic response at wave vector `q`: the sum over cells `R` of
`exp(-2πi qR/N) χ(R)`. -/
def blochTransform (f : ZMod N → A) (q : ZMod N) : A :=
  ∑ R, stdAddChar (-(q * R)) • f R
```

For a response function \(f\), this defines \(\hat f(q)=\sum_R e(-qR)\,f(R)\). The symbol `•` multiplies an element of `A` by a complex number. The convention is a minus sign and no factor \(1/N\) in this direction.

```lean
/-- Lattice sum over the `q` grid: `(1/N) ∑_q exp(2πi qR/N) g(q)`. -/
def latticeSum (g : ZMod N → A) (R : ZMod N) : A :=
  (N : ℂ)⁻¹ • ∑ q, stdAddChar (q * R) • g q
```

For a function \(g\) of the wave vector, the way back is \(\check g(R)=\frac1N\sum_q e(qR)\,g(q)\).

```lean
/-- Supercell response matrix `M(R,S) = χ(R - S)` on a periodic chain of `N` cells. -/
def supercell (f : ZMod N → A) : Matrix (ZMod N) (ZMod N) A :=
  Matrix.of fun R S => f (R - S)
```

The matrix \(M_f(R,S)=f(R-S)\) gives the response in cell \(R\) to a unit perturbation in cell \(S\). Translation invariance is part of this definition, an assumption about the model.

```lean
/-- Supercell Hubbard interaction matrix `M₀⁻¹ - M⁻¹` built from the bare and the
self-consistent response. -/
def supercellInteraction (chi0 chi : ZMod N → ℂ) : Matrix (ZMod N) (ZMod N) ℂ :=
  (supercell chi0)⁻¹ - (supercell chi)⁻¹
```

With scalar bare and self-consistent responses \(\chi_0,\chi\) (`chi0`, `chi`), \(M_0=M_{\chi_0}\) and \(M=M_\chi\), this is \(M_0^{-1}-M^{-1}\). Lean returns zero for the inverse of a singular matrix and for \(1/0\), so this definition and the next carry their intended meaning only under the non-vanishing hypotheses of the theorems.

```lean
/-- Hubbard `U` from monochromatic perturbations: the `q`-average of
`1/χ̂₀(q) - 1/χ̂(q)`. -/
def monochromaticU (chi0 chi : ZMod N → ℂ) : ℂ :=
  1 / (N : ℂ) * ∑ q, (1 / blochTransform chi0 q - 1 / blochTransform chi q)
```

The monochromatic value is
\[ U_{\rm mono}=\frac1N\sum_q\Big(\frac1{\hat\chi_0(q)}-\frac1{\hat\chi(q)}\Big). \]

```lean
/-- Supercell response matrix with several Hubbard sites per cell:
`M((R,i),(S,j)) = χ(R - S)_{ij}`. -/
def siteSupercell {I : Type*} (f : ZMod N → Matrix I I ℂ) :
    Matrix (ZMod N × I) (ZMod N × I) ℂ :=
  Matrix.of fun a b => f (a.1 - b.1) a.2 b.2
```

With several Hubbard sites \(i,j\) per cell, labelled by a set `I`, each \(f(R)\) is a matrix over sites. A row index `a` is a pair, `a.1` the cell and `a.2` the site, so \(M_f\big((R,i),(S,j)\big)=f(R-S)_{ij}\).

## Phases and the inverse

```lean
/-- Orthogonality of lattice phases: `∑_q exp(2πi qx/N)` is `N` for `x = 0` and zero
otherwise. -/
theorem sum_phase (x : ZMod N) :
    ∑ q : ZMod N, stdAddChar (q * x) = if x = 0 then (N : ℂ) else 0 := by
  have h := AddChar.sum_mulShift x (ZMod.isPrimitive_stdAddChar N)
  rw [h]
  by_cases hx : x = 0 <;> simp [hx]
```

The statement is \(\sum_q e(qx)=N\,\delta_{x,0}\). For \(x=0\) every term is one. For \(x\neq0\), shifting \(q\to q+1\) permutes the terms and multiplies the sum by \(e(x)\neq1\), so the sum vanishes. Lean takes this from `AddChar.sum_mulShift`, valid for the primitive character `stdAddChar`, and `by_cases` separates the two cases.

```lean
/-- The response in cell `R` to a plane-wave perturbation of wave vector `q` is the same
plane wave times the monochromatic response `χ̂(q)`. -/
theorem planeWave_response (f : ZMod N → A) (q R : ZMod N) :
    ∑ S, stdAddChar (q * S) • f (R - S) = stdAddChar (q * R) • blochTransform f q := by
  rw [blochTransform, Finset.smul_sum]
  -- reindex the cells by S ↦ R - S
  refine Fintype.sum_equiv (Equiv.subLeft R) _ _ (fun S => ?_)
  simp only [Equiv.subLeft_apply]
  have h : q * R + -(q * (R - S)) = q * S := by ring
  rw [smul_smul, ← AddChar.map_add_eq_mul, h]
```

A plane-wave perturbation \(e(qS)\), of unit amplitude in every cell, produces the same plane wave multiplied by \(\hat f(q)\). For scalar \(f\) it is an eigenvector of the convolution with eigenvalue \(\hat f(q)\); for matrix values \(\hat f(q)\) is a matrix that still mixes the sites of a cell. Put \(S'=R-S\), which runs over all cells when \(S\) does:
\[ \sum_S e(qS)\,f(R-S)=\sum_{S'}e(qR)\,e(-qS')\,f(S')=e(qR)\,\hat f(q). \]
`Equiv.subLeft R` is the map \(S\mapsto R-S\), `Fintype.sum_equiv` matches the two sums term by term, and `h` is the exponent identity \(qR-q(R-S)=qS\).

```lean
/-- If `χ̂(q) g(q) = 1` at every `q`, the supercell matrix of the lattice sum of `g` is a
right inverse of the supercell matrix of `χ`. -/
theorem supercell_mul_latticeSum (f g : ZMod N → A)
    (hg : ∀ q, blochTransform f q * g q = 1) :
    supercell f * supercell (latticeSum g) = 1 := by
  have hN : (N : ℂ) ≠ 0 := Nat.cast_ne_zero.mpr (NeZero.ne N)
  ext R T
  simp only [Matrix.mul_apply, supercell, Matrix.of_apply]
  calc ∑ S, f (R - S) * latticeSum g (S - T)
      = ∑ S, (N : ℂ)⁻¹ • ∑ q, stdAddChar (-(q * T)) •
          ((stdAddChar (q * S) • f (R - S)) * g q) := by
        refine Finset.sum_congr rfl fun S _ => ?_
        rw [latticeSum, mul_smul_comm, Finset.mul_sum]
        refine congrArg _ (Finset.sum_congr rfl fun q _ => ?_)
        have h : -(q * T) + q * S = q * (S - T) := by ring
        rw [mul_smul_comm, smul_mul_assoc, smul_smul, ← AddChar.map_add_eq_mul, h]
    -- exchange the cell sum and the q sum
    _ = (N : ℂ)⁻¹ • ∑ q, stdAddChar (-(q * T)) •
          ((∑ S, stdAddChar (q * S) • f (R - S)) * g q) := by
        rw [← Finset.smul_sum, Finset.sum_comm]
        simp only [Finset.sum_mul, Finset.smul_sum]
    -- each q decouples
    _ = (N : ℂ)⁻¹ • ∑ q, stdAddChar (q * (R - T)) • (1 : A) := by
        refine congrArg _ (Finset.sum_congr rfl fun q _ => ?_)
        have h : -(q * T) + q * R = q * (R - T) := by ring
        rw [planeWave_response, smul_mul_assoc, hg, smul_smul, ← AddChar.map_add_eq_mul, h]
    _ = (1 : Matrix (ZMod N) (ZMod N) A) R T := by
        rw [← Finset.sum_smul, sum_phase, smul_smul, Matrix.one_apply]
        by_cases hRT : R = T
        · simp [hRT, hN]
        · simp [hRT, sub_eq_zero]
```

The hypothesis `hg` says \(\hat f(q)\,g(q)=1\) for every \(q\), and the conclusion is \(M_f\,M_{\check g}=1\). By hand,
\[ \begin{aligned} \sum_S f(R-S)\,\check g(S-T) &=\sum_S\frac1N\sum_q e(-qT)\,\big[e(qS)f(R-S)\big]\,g(q)\\ &=\frac1N\sum_q e(-qT)\Big[\sum_S e(qS)f(R-S)\Big]g(q)\\ &=\frac1N\sum_q e\big(q(R-T)\big)\cdot 1=\delta_{RT}. \end{aligned} \]
`ext R T` fixes one entry, and the `calc` block lists these four equalities in the same order. The first splits \(e(q(S-T))\), the second exchanges the sums with `Finset.sum_comm`, the third uses `planeWave_response` and `hg`, and the last uses `sum_phase`. Only phases are moved; \(f\) stays to the left of \(g\), so the argument holds for matrix values.

```lean
/-- The scalar supercell response matrix is invertible exactly when the monochromatic
response vanishes at no wave vector. -/
theorem supercell_isUnit_iff (f : ZMod N → ℂ) :
    IsUnit (supercell f) ↔ ∀ q, blochTransform f q ≠ 0 := by
  constructor
  · intro h q hq
    have hinv := Matrix.nonsing_inv_mul _ ((Matrix.isUnit_iff_isUnit_det _).mp h)
    -- the plane wave of wave vector q would be annihilated
    have h0 : supercell f *ᵥ (fun S => stdAddChar (q * S)) = 0 := by
      funext R
      have hp := planeWave_response f q R
      rw [hq, smul_zero] at hp
      simp only [Matrix.mulVec, dotProduct, supercell, Matrix.of_apply, Pi.zero_apply]
      refine Eq.trans ?_ hp
      exact Finset.sum_congr rfl fun S _ => by rw [smul_eq_mul]; ring
    have h1 := congrArg (fun v => (supercell f)⁻¹ *ᵥ v) h0
    simp only [Matrix.mulVec_mulVec, hinv, Matrix.one_mulVec, Matrix.mulVec_zero] at h1
    have h2 := congrFun h1 0
    simp at h2
  · intro hf
    exact (Matrix.isUnit_iff_isUnit_det _).mpr (Matrix.isUnit_det_of_right_inverse
      (supercell_mul_latticeSum f _ fun q => mul_inv_cancel₀ (hf q)))
```

`IsUnit` means invertible. For scalar \(f\), \(M_f\) is invertible if and only if \(\hat f(q)\neq0\) for all \(q\). Suppose \(M_f\) is invertible and \(\hat f(q)=0\). The vector \(v_S=e(qS)\) then satisfies \(M_f v=0\), which is `h0`, with `*ᵥ` the matrix-vector product. Multiplying by \(M_f^{-1}\) gives \(v=0\) (`h1`), and the component \(S=0\) reads \(1=0\) (`h2`). Conversely, if \(\hat f\) vanishes nowhere, \(g=1/\hat f\) satisfies `hg`, and \(\det M_f\cdot\det M_{\check g}=1\) makes \(M_f\) invertible.

```lean
/-- For nowhere-vanishing `χ̂`, the inverse supercell matrix is the supercell matrix of the
lattice sum of `1/χ̂(q)`. -/
theorem supercell_inv (f : ZMod N → ℂ) (hf : ∀ q, blochTransform f q ≠ 0) :
    (supercell f)⁻¹ = supercell (latticeSum fun q => (blochTransform f q)⁻¹) :=
  Matrix.inv_eq_right_inv (supercell_mul_latticeSum f _ fun q => mul_inv_cancel₀ (hf q))
```

A right inverse of a square complex matrix is its inverse (`Matrix.inv_eq_right_inv`), so
\[ M_f^{-1}(R,S)=\frac1N\sum_q \frac{e\big(q(R-S)\big)}{\hat f(q)}. \]

## The scalar result

```lean
/-- For nowhere-vanishing `χ̂₀` and `χ̂`, the entry `(R,S)` of `M₀⁻¹ - M⁻¹` is
`(1/N) ∑_q exp(2πi q(R-S)/N) (1/χ̂₀(q) - 1/χ̂(q))`. -/
theorem supercellInteraction_apply (chi0 chi : ZMod N → ℂ)
    (h0 : ∀ q, blochTransform chi0 q ≠ 0) (h : ∀ q, blochTransform chi q ≠ 0)
    (R S : ZMod N) :
    supercellInteraction chi0 chi R S = 1 / (N : ℂ) * ∑ q, stdAddChar (q * (R - S)) *
      (1 / blochTransform chi0 q - 1 / blochTransform chi q) := by
  rw [supercellInteraction, supercell_inv chi0 h0, supercell_inv chi h]
  simp only [Matrix.sub_apply, supercell, Matrix.of_apply, latticeSum, smul_eq_mul, one_div,
    mul_sub, Finset.sum_sub_distrib]
```

The hypotheses `h0` and `h` say that \(\hat\chi_0\) and \(\hat\chi\) vanish nowhere. Subtracting the two closed forms gives every entry, on-site and inter-cell:
\[ (M_0^{-1}-M^{-1})(R,S)=\frac1N\sum_q e\big(q(R-S)\big)\Big(\frac1{\hat\chi_0(q)}-\frac1{\hat\chi(q)}\Big). \]
`rw` inserts `supercell_inv` twice, and `simp only` distributes the subtraction over both sides.

```lean
/-- For nowhere-vanishing `χ̂₀` and `χ̂`, both supercell matrices are invertible and every
diagonal entry of `M₀⁻¹ - M⁻¹` equals the monochromatic `U`. -/
theorem supercellU_eq_monochromaticU (chi0 chi : ZMod N → ℂ)
    (h0 : ∀ q, blochTransform chi0 q ≠ 0) (h : ∀ q, blochTransform chi q ≠ 0) :
    IsUnit (supercell chi0) ∧ IsUnit (supercell chi) ∧
      ∀ R, supercellInteraction chi0 chi R R = monochromaticU chi0 chi := by
  refine ⟨(supercell_isUnit_iff chi0).mpr h0, (supercell_isUnit_iff chi).mpr h, fun R => ?_⟩
  rw [supercellInteraction_apply chi0 chi h0 h]
  simp only [sub_self, mul_zero, AddChar.map_zero_eq_one, one_mul, monochromaticU]
```

The symbol `∧` joins three claims: \(M_0\) is invertible, \(M\) is invertible, and \((M_0^{-1}-M^{-1})(R,R)=U_{\rm mono}\) for every cell \(R\). The first two come from `supercell_isUnit_iff`. The third sets \(S=R\) in the previous formula, where \(e(q\cdot0)=1\).

The functions \(\chi_0\) and \(\chi\) are arbitrary complex inputs, with no reality, symmetry or sign condition, and the non-vanishing of their transforms is assumed. This excludes a model in which the single Hubbard site of each cell holds all the electrons and their total number is fixed: a uniform potential shift then changes no occupation, so \(\hat\chi_0(0)=\hat\chi(0)=0\) and neither matrix can be inverted. How occupations are defined in augmentation spheres or by projectors, and how an electronic-structure calculation produces the responses, is not modelled. Both sides use the same \(\chi_0,\chi\) and the same \(N\), so the theorem compares a supercell of \(N\) cells with a grid of exactly \(N\) wave vectors and makes no statement about convergence in \(N\).

For \(N=1\) all phases equal one, \(\hat\chi(0)=\chi(0)\), the matrices are \(1\times1\), and both sides are \(1/\chi_0(0)-1/\chi(0)\). For \(N=2\), with \(a=\chi(0)\) and \(b=\chi(1)\), the transforms are \(\hat\chi(0)=a+b\) and \(\hat\chi(1)=a-b\). The matrix \(M\) has \(a\) on the diagonal and \(b\) off it, and the diagonal of \(M^{-1}\) is \(a/(a^2-b^2)=\tfrac12\big(\tfrac1{a+b}+\tfrac1{a-b}\big)\), the average over the two wave vectors.

## Several sites per cell

```lean
variable {I : Type*} [Fintype I] [DecidableEq I]

/-- With several sites per cell and every `χ̂(q)` an invertible matrix, the supercell matrix
of the lattice sum of `χ̂(q)⁻¹` is a right inverse of the supercell response matrix. -/
theorem siteSupercell_mul_inv (f : ZMod N → Matrix I I ℂ)
    (hf : ∀ q, IsUnit (blochTransform f q).det) :
    siteSupercell f * siteSupercell (latticeSum fun q => (blochTransform f q)⁻¹) = 1 := by
  have hb := supercell_mul_latticeSum f (fun q => (blochTransform f q)⁻¹)
    fun q => Matrix.mul_nonsing_inv _ (hf q)
  ext ⟨R, i⟩ ⟨T, j⟩
  -- read the block identity entry by entry
  have he := congrFun (congrFun (congrFun (congrFun hb R) T) i) j
  simp only [Matrix.mul_apply, supercell, Matrix.of_apply, Matrix.sum_apply] at he
  simp only [Matrix.mul_apply, siteSupercell, Matrix.of_apply, Fintype.sum_prod_type]
  rw [he]
  by_cases hR : R = T <;> by_cases hi : i = j <;> simp [Matrix.one_apply, hR, hi]
```

Now `I` is finite and \(\hat f(q)\) is a matrix over sites; `hf` says that its determinant is invertible, that is, nonzero. Taking `A` to be these matrices and \(g(q)=\hat f(q)^{-1}\), the earlier theorem gives `hb`, the block identity \(\sum_S f(R-S)\,\check g(S-T)=\delta_{RT}\,1\). Its \((i,j)\) entry is `he`:
\[ \sum_S\sum_k f(R-S)_{ik}\,\check g(S-T)_{kj}=\delta_{RT}\,\delta_{ij}, \]
with \(k\) running over sites. `Fintype.sum_prod_type` writes the sum over pairs \((S,k)\) as this double sum, which is the entry \(\big((R,i),(T,j)\big)\) of the large matrix product.

```lean
/-- With several sites per cell and all `χ̂₀(q)`, `χ̂(q)` invertible, both supercell matrices
are invertible and the same-cell entry `(i,j)` of `M₀⁻¹ - M⁻¹` is the `q`-average of
`(χ̂₀(q)⁻¹ - χ̂(q)⁻¹)_{ij}`. -/
theorem siteSupercellU_eq_average (chi0 chi : ZMod N → Matrix I I ℂ)
    (h0 : ∀ q, IsUnit (blochTransform chi0 q).det)
    (h : ∀ q, IsUnit (blochTransform chi q).det) :
    IsUnit (siteSupercell chi0) ∧ IsUnit (siteSupercell chi) ∧ ∀ R i j,
      ((siteSupercell chi0)⁻¹ - (siteSupercell chi)⁻¹) (R, i) (R, j) =
        1 / (N : ℂ) * ∑ q, ((blochTransform chi0 q)⁻¹ - (blochTransform chi q)⁻¹) i j := by
  have e0 := siteSupercell_mul_inv chi0 h0
  have e1 := siteSupercell_mul_inv chi h
  refine ⟨(Matrix.isUnit_iff_isUnit_det _).mpr (Matrix.isUnit_det_of_right_inverse e0),
    (Matrix.isUnit_iff_isUnit_det _).mpr (Matrix.isUnit_det_of_right_inverse e1),
    fun R i j => ?_⟩
  rw [Matrix.inv_eq_right_inv e0, Matrix.inv_eq_right_inv e1]
  simp only [Matrix.sub_apply, siteSupercell, Matrix.of_apply, sub_self, latticeSum,
    AddChar.map_zero_eq_one, Matrix.smul_apply, Matrix.sum_apply, smul_eq_mul,
    Finset.sum_sub_distrib, mul_sub, one_div, one_mul]

end

end HubbardMonochromatic
```

With \(M_0\) and \(M\) now the site-resolved matrices and all \(\hat\chi_0(q)\), \(\hat\chi(q)\) invertible, both are invertible and
\[ (M_0^{-1}-M^{-1})\big((R,i),(R,j)\big)=\frac1N\sum_q\big(\hat\chi_0(q)^{-1}-\hat\chi(q)^{-1}\big)_{ij}. \]
The right inverses `e0` and `e1` give invertibility through the determinant and identify the inverses; at equal cells the lattice sums are evaluated at \(R-R=0\), where the phases equal one. The site matrix is inverted at each \(q\) before the entry \((i,j)\) is taken. The entries \(i=j\) are the on-site values, and \(i\neq j\) couples two sites of one cell. This theorem states same-cell entries only. Invertibility of all \(\hat\chi_0(q)\) and \(\hat\chi(q)\) is used as a sufficient condition; the converse, proved above for scalar responses, is not proved here for matrices. The condition still excludes a model in which the Hubbard sites together hold all the electrons and their total number is fixed: an equal potential shift on all sites changes no occupation, so \(\hat\chi_0(0)\) and \(\hat\chi(0)\) are singular.

```lean
#print axioms HubbardMonochromatic.supercellU_eq_monochromaticU
#print axioms HubbardMonochromatic.siteSupercellU_eq_average
```

```
'HubbardMonochromatic.supercellU_eq_monochromaticU' depends on axioms: [propext, Classical.choice, Quot.sound]
'HubbardMonochromatic.siteSupercellU_eq_average' depends on axioms: [propext, Classical.choice, Quot.sound]
```
